# Rotating the occupied orbitals of integrals and amplitudes together keeps the total correlation energy but can change the orbital contributions

Let i and j label real, orthonormal occupied orbitals, and let x label an ordered pair of virtual orbitals. K_ijx is the electron-repulsion integral (ia|jb), where x stands for the virtual orbitals a and b, and T_ijx, called the amplitude here, is the quantity that multiplies it in the energy. For a closed shell with spatial orbitals, T_ijx = 2t_ijab − t_ijba, where t_ijab are the double-excitation amplitudes. The sum of K_ijx T_ijx over all indices is the correlation energy, as in second-order Møller–Plesset theory. For fixed x, the numbers K_ijx form a matrix K_x in the occupied indices, and likewise T_x.

```lean
import Mathlib

open Matrix

namespace LocalCorrelationEnergy

noncomputable section

variable {ι X : Type*} [Fintype ι] [Fintype X]
```

The type `ι` is the set of occupied orbitals and `X` the set of virtual pairs. Both are finite and otherwise arbitrary.

```lean
/-- The correlation energy assigned to occupied orbital `i`: the sum over partner orbitals `j`
and virtual pairs `x` of integral times amplitude. -/
def orbitalEnergy (K T : X → Matrix ι ι ℝ) (i : ι) : ℝ :=
  ∑ j, ∑ x, K x i j * T x i j
```

An argument `K : X → Matrix ι ι ℝ` assigns a real matrix to each virtual pair, so `K x i j` is K_ijx. The definition reads

E_i = Σ_j Σ_x K_ijx T_ijx.

This is the share of the correlation energy assigned to orbital i, not an eigenvalue of the Fock operator.

```lean
/-- The transformation of both occupied indices by `U`, at each fixed virtual pair. -/
def rotate (U : Matrix ι ι ℝ) (K : X → Matrix ι ι ℝ) : X → Matrix ι ι ℝ :=
  fun x => U * K x * Uᵀ
```

The new orbital i is Σ_k U_ik φ_k, where φ_k are the old ones. Both occupied indices follow:

K'_x = U K_x Uᵀ.

The virtual pairs stay as they are, and the same virtual basis serves all i and j.

## The energy matrix and its trace

```lean
/-- The energy matrix in the occupied space: integrals and amplitudes contracted over one
occupied index and the virtual pair. -/
def energyMatrix (K T : X → Matrix ι ι ℝ) : Matrix ι ι ℝ :=
  ∑ x, K x * (T x)ᵀ
```

In ordinary notation,

D = Σ_x K_x T_xᵀ.

```lean
/-- The orbital energies are the diagonal entries of the energy matrix. -/
theorem orbitalEnergy_eq_diag (K T : X → Matrix ι ι ℝ) (i : ι) :
    orbitalEnergy K T i = energyMatrix K T i i := by
  simp only [orbitalEnergy, energyMatrix, Matrix.sum_apply, Matrix.mul_apply,
    Matrix.transpose_apply]
  exact Finset.sum_comm
```

The contributions E_i are the diagonal entries of D:

D_ii = Σ_x Σ_j (K_x)_ij (T_xᵀ)_ji = Σ_x Σ_j K_ijx T_ijx = E_i.

In the proof, `simp only` writes out the matrix products, and `Finset.sum_comm` exchanges the sums over j and x.

```lean
/-- Under an orthogonal transformation of the occupied orbitals the energy matrix transforms
as `U D Uᵀ`. -/
theorem energyMatrix_rotate [DecidableEq ι] {U : Matrix ι ι ℝ} (hU : Uᵀ * U = 1)
    (K T : X → Matrix ι ι ℝ) :
    energyMatrix (rotate U K) (rotate U T) = U * energyMatrix K T * Uᵀ := by
  simp only [energyMatrix, rotate, Finset.mul_sum, Finset.sum_mul]
  refine Finset.sum_congr rfl fun x _ => ?_
  -- the contracted occupied index meets `Uᵀ * U`
  calc U * K x * Uᵀ * (U * T x * Uᵀ)ᵀ
      = U * K x * (Uᵀ * U) * (T x)ᵀ * Uᵀ := by
        simp only [Matrix.transpose_mul, Matrix.transpose_transpose, Matrix.mul_assoc]
    _ = U * (K x * (T x)ᵀ) * Uᵀ := by
        rw [hU]
        simp only [Matrix.mul_one, Matrix.mul_assoc]
```

The hypothesis `hU` says UᵀU = 1: the new orbitals are again orthonormal. For each x,

K'_x T'_xᵀ = U K_x Uᵀ (U T_x Uᵀ)ᵀ = U K_x (Uᵀ U) T_xᵀ Uᵀ = U K_x T_xᵀ Uᵀ.

Summing over x gives D' = U D Uᵀ. The `calc` block contains these same steps, after `Finset.sum_congr` has reduced the claim to a single x.

```lean
/-- The total correlation energy is unchanged when the occupied indices of integrals and
amplitudes are transformed by the same orthogonal matrix. -/
theorem total_energy_invariant [DecidableEq ι] {U : Matrix ι ι ℝ} (hU : Uᵀ * U = 1)
    (K T : X → Matrix ι ι ℝ) :
    ∑ i, orbitalEnergy (rotate U K) (rotate U T) i = ∑ i, orbitalEnergy K T i := by
  simp_rw [orbitalEnergy_eq_diag]
  rw [energyMatrix_rotate hU]
  -- both sides are traces
  change Matrix.trace (U * energyMatrix K T * Uᵀ) = Matrix.trace (energyMatrix K T)
  rw [Matrix.trace_mul_comm, ← Matrix.mul_assoc, hU, Matrix.one_mul]
```

The total energy is the trace of D, so

Σ_i E'_i = tr(U D Uᵀ) = tr(Uᵀ U D) = tr D = Σ_i E_i.

The line beginning with `change` restates the two sums as traces, and `Matrix.trace_mul_comm` moves Uᵀ to the front.

Without orthogonality the statement fails already for one orbital and one virtual pair. Take K = T = 1 and U = 2: both transformed arrays equal 4, and the energy goes from 1 to 16.

The same argument applies to groups of orbitals. If U is block diagonal and mixes orbitals only within each group, the block of D belonging to a group A becomes U_A D_AA U_Aᵀ, with U_A orthogonal. Its trace, the summed energy of the group, is therefore unchanged.

In local correlation methods this means that localising the occupied orbitals does not by itself alter the total energy, provided that the full, untruncated arrays are transformed as above. The transformation of T is assumed here, not derived from amplitude equations. Amplitudes recomputed in truncated, orbital-specific domains need not obey it.

## Two orbitals turned by an angle

```lean
/-- The rotation of two occupied orbitals into each other by the angle `θ`. -/
def planeRotation (θ : ℝ) : Matrix (Fin 2) (Fin 2) ℝ :=
  !![Real.cos θ, Real.sin θ; -Real.sin θ, Real.cos θ]
```

`Fin 2` has the elements 0 and 1, so the first orbital carries the index 0. The rows of the matrix give the new orbitals:

φ'_0 = cos θ φ_0 + sin θ φ_1

φ'_1 = −sin θ φ_0 + cos θ φ_1.

```lean
/-- The rotation of two orbitals is orthogonal. -/
theorem planeRotation_orthogonal (θ : ℝ) :
    (planeRotation θ)ᵀ * planeRotation θ = 1 := by
  have h := Real.sin_sq_add_cos_sq θ
  ext i j
  fin_cases i <;> fin_cases j <;>
    simp [planeRotation, Matrix.mul_apply, Fin.sum_univ_two] <;> nlinarith [h]
```

In UᵀU the diagonal entries are cos²θ + sin²θ = 1, and the off-diagonal ones are cos θ sin θ − sin θ cos θ = 0. Lean checks the four entries separately: `fin_cases` runs through the index values, and `h` supplies the trigonometric identity.

```lean
/-- The energy of the first of two orbitals after a rotation by `θ`, in terms of the energy
matrix before the rotation. -/
theorem orbitalEnergy_planeRotation (K T : X → Matrix (Fin 2) (Fin 2) ℝ) (θ : ℝ) :
    orbitalEnergy (rotate (planeRotation θ) K) (rotate (planeRotation θ) T) 0 =
      Real.cos θ ^ 2 * energyMatrix K T 0 0
        + Real.cos θ * Real.sin θ * (energyMatrix K T 0 1 + energyMatrix K T 1 0)
        + Real.sin θ ^ 2 * energyMatrix K T 1 1 := by
  rw [orbitalEnergy_eq_diag, energyMatrix_rotate (planeRotation_orthogonal θ)]
  generalize energyMatrix K T = D
  simp only [Matrix.mul_apply, Matrix.transpose_apply, Fin.sum_univ_two]
  simp [planeRotation]
  ring
```

The new first contribution is the entry D'_00 of U D Uᵀ. With U_00 = cos θ and U_01 = sin θ,

E'_0 = Σ_kl U_0k D_kl U_0l = cos²θ D_00 + cos θ sin θ (D_01 + D_10) + sin²θ D_11.

The proof first rewrites the energy as this entry. `generalize` then replaces the energy matrix by an arbitrary matrix D, since only its four entries matter, and `ring` collects the terms.

```lean
/-- For two orbitals, the energy of the first is unchanged by every rotation exactly when the
energy matrix has equal diagonal entries and off-diagonal entries that sum to zero. -/
theorem orbitalEnergy_invariant_iff (K T : X → Matrix (Fin 2) (Fin 2) ℝ) :
    (∀ θ : ℝ, orbitalEnergy (rotate (planeRotation θ) K) (rotate (planeRotation θ) T) 0 =
        orbitalEnergy K T 0) ↔
      energyMatrix K T 0 0 = energyMatrix K T 1 1 ∧
        energyMatrix K T 0 1 + energyMatrix K T 1 0 = 0 := by
  simp only [orbitalEnergy_planeRotation]
  simp only [orbitalEnergy_eq_diag]
  generalize energyMatrix K T = D
  constructor
  · intro h
    -- a quarter turn compares the diagonal entries
    have h0 : D 1 1 = D 0 0 := by
      have h2 := h (Real.pi / 2)
      rw [Real.cos_pi_div_two, Real.sin_pi_div_two] at h2
      linear_combination h2
    -- a 45 degree turn isolates the off-diagonal entries
    have h1 := h (Real.pi / 4)
    rw [Real.cos_pi_div_four, Real.sin_pi_div_four] at h1
    have hq : (√2 / 2) ^ 2 = (1 / 2 : ℝ) := by
      rw [div_pow, Real.sq_sqrt (by norm_num)]
      norm_num
    refine ⟨h0.symm, ?_⟩
    linear_combination 2 * h1 - 2 * (D 0 0 + (D 0 1 + D 1 0) + D 1 1) * hq - h0
  · rintro ⟨hd, ho⟩ θ
    linear_combination Real.cos θ * Real.sin θ * ho - Real.sin θ ^ 2 * hd
      + D 0 0 * Real.sin_sq_add_cos_sq θ
```

The symbol `↔` means "exactly when". E_0 is the same after every rotation exactly when

D_00 = D_11 and D_01 + D_10 = 0.

Suppose first that E_0 never changes. At θ = π/2 the formula gives D_11 = D_00. At θ = π/4 both squares and the product cos θ sin θ equal 1/2, so

½ (D_00 + D_01 + D_10 + D_11) = D_00.

Inserting D_11 = D_00 leaves D_01 + D_10 = 0. Conversely, under the two conditions,

E'_0 = (cos²θ + sin²θ) D_00 = D_00 = E_0.

The two bullets after `constructor` are these two directions. `linear_combination` proves an equation by adding up known equations with the stated coefficients, and `hq` records that (√2/2)² = 1/2.

If D is symmetric, the conditions say that D is a multiple of the unit matrix.

## A contribution that falls from 1 to 1/2

```lean
/-- The array `diag(1, 0)` in the occupied indices, with a single virtual pair. -/
def singlePair : Unit → Matrix (Fin 2) (Fin 2) ℝ :=
  fun _ => !![1, 0; 0, 0]
```

`Unit` is a type with one element, here the only virtual pair. The array is a model chosen for simplicity, not data for a molecule. Used below for both K and T, it gives a positive total, whereas the exact ground-state correlation energy, measured from the Hartree–Fock energy, is never positive. Reversing the sign of T would reverse the sign of every energy below and change nothing else in the argument.

```lean
/-- For integrals and amplitudes both equal to `diag(1, 0)`, the energy of the first orbital
after a rotation by `θ` is `cos² θ`. -/
theorem singlePair_energy (θ : ℝ) :
    orbitalEnergy (rotate (planeRotation θ) singlePair)
      (rotate (planeRotation θ) singlePair) 0 = Real.cos θ ^ 2 := by
  rw [orbitalEnergy_planeRotation]
  simp only [energyMatrix, Matrix.sum_apply, Matrix.mul_apply, Matrix.transpose_apply,
    Fin.sum_univ_two]
  simp [singlePair]
```

With K = T = diag(1, 0), the energy matrix is

D = diag(1, 0) diag(1, 0)ᵀ = diag(1, 0).

Only the first term of the rotation formula survives, so E'_0 = cos²θ. The proof inserts the general formula and evaluates the entries of D.

```lean
/-- For integrals and amplitudes both equal to `diag(1, 0)`, the energy of the first orbital
is 1 before and 1/2 after a rotation by 45 degrees. -/
theorem singlePair_energy_changes :
    orbitalEnergy singlePair singlePair 0 = 1 ∧
      orbitalEnergy (rotate (planeRotation (Real.pi / 4)) singlePair)
        (rotate (planeRotation (Real.pi / 4)) singlePair) 0 = 1 / 2 := by
  constructor
  · simp [orbitalEnergy, singlePair, Fin.sum_univ_two]
  · rw [singlePair_energy, Real.cos_pi_div_four, div_pow, Real.sq_sqrt (by norm_num)]
    norm_num

end

end LocalCorrelationEnergy
```

The symbol `∧` joins two claims. Before the rotation, the only nonzero term in the definition gives E_0 = 1 · 1 = 1. After a rotation by 45 degrees,

E'_0 = cos²(π/4) = (√2/2)² = 1/2.

Since the total remains 1, the second orbital now carries the other half.

```lean
#print axioms LocalCorrelationEnergy.total_energy_invariant
#print axioms LocalCorrelationEnergy.orbitalEnergy_invariant_iff
#print axioms LocalCorrelationEnergy.singlePair_energy_changes
```

```
'LocalCorrelationEnergy.total_energy_invariant' depends on axioms: [propext, Classical.choice, Quot.sound]
'LocalCorrelationEnergy.orbitalEnergy_invariant_iff' depends on axioms: [propext, Classical.choice, Quot.sound]
'LocalCorrelationEnergy.singlePair_energy_changes' depends on axioms: [propext, Classical.choice, Quot.sound]
```
